# On average, random midpoint moves need order $P^2$ sweeps to relax the slowest non-uniform mode of a $P$-bead ring

In path-integral Monte Carlo, a quantum particle at finite temperature becomes a closed ring of $P$ beads joined by equal springs. Suppose the beads are updated one at a time. A distortion that extends around the whole ring is almost invisible to a single bead, because the midpoint of its two neighbours lies close to where the bead already is. How many sweeps does it take for such a distortion to fade, and how does that number grow with $P$?

## The eigenvalue and the sweep count

Let $x_i$ be the position of bead $i$, with $i$ taken modulo $P$. One move picks a bead uniformly at random and puts it at the mean of its two neighbours. Averaged over the choice, this is a linear map $M$. The Fourier, or Rouse, mode $u_k(j)=e^{2\pi i kj/P}$ (here $i$ in the exponent is the imaginary unit) is an eigenvector of $M$ with eigenvalue
$$\lambda_k = 1-\frac{1-\cos(2\pi k/P)}{P}.$$
Among $0<k<P$, the largest eigenvalue is $\lambda_1$, and for $P\ge 2$
$$\frac{8}{P^2}\le 1-\cos\frac{2\pi}{P}\le\frac{2\pi^2}{P^2}.$$

Call $P$ moves a sweep. To reduce the mean amplitude of mode 1 to a fraction $\varepsilon>0$ takes at least $(1-\varepsilon)P^2/(2\pi^2)$ sweeps, and $P^2\ln(1/\varepsilon)/8$ sweeps suffice. For fixed $\varepsilon<1$, both numbers grow as $P^2$.

## Sweep budgets when the number of beads is raised

For a free particle, a heat-bath update draws the new bead position from a Gaussian centred at the midpoint of the neighbours. The noise has zero mean, so the mean configuration evolves under $M$. In this non-interacting model with single-bead updates, doubling $P$ multiplies both sweep estimates by four, and the corresponding numbers of bead moves by eight. With such updates, an equilibration length counted in sweeps and tuned at small $P$ should therefore not be carried over unchanged to a finer discretisation. Moves that displace many beads together are outside this estimate.

## From one bead to the decay of a mode

Let $R_j$ be the move on bead $j$. It changes only that bead:
$$(R_jx)_i=x_i+\delta_{ij}\left[\frac{x_{i-1}+x_{i+1}}2-x_i\right].$$
Averaging over $j$ leaves one non-zero correction in the sum:
$$(Mx)_i=x_i+\frac1P\left[\frac{x_{i-1}+x_{i+1}}2-x_i\right].$$

For $m$ independent choices, the average over all $P^m$ histories is $P^{-m}\sum R_{s_0}\cdots R_{s_{m-1}}$. By distributivity this equals $(P^{-1}\sum_j R_j)^m=M^m$.

Going to the next or previous bead multiplies $u_k$ by $e^{\pm 2\pi i k/P}$. The mean of the two phases is $\cos(2\pi k/P)$, so
$$Mu_k=u_k+\frac{\cos(2\pi k/P)-1}{P}\,u_k=\lambda_ku_k .$$
The mode is non-zero because $u_k(0)=1$.

To find the slowest mode, take first $1\le k\le P/2$. Then $2\pi/P\le 2\pi k/P\le\pi$, where the cosine decreases, so $\lambda_k\le\lambda_1$. If $k\ge P/2$, replace $k$ by $P-k$, which leaves the cosine unchanged.

Write $g=1-\cos(2\pi/P)=2\sin^2(\pi/P)$. For $0\le x\le\pi/2$ the sine lies above its chord, $\sin x\ge 2x/\pi$. With $x=\pi/P$ this gives $\sin(\pi/P)\ge 2/P$, hence $g\ge 8/P^2$. The inequality $\cos x\ge 1-x^2/2$ at $x=2\pi/P$ gives $g\le 2\pi^2/P^2$.

After $n$ sweeps the amplitude factor is $\lambda_1^{Pn}=(1-g/P)^{Pn}$. Since $0\le g\le2\le P$, the base lies between 0 and 1. Bernoulli's inequality and $1-x\le e^{-x}$ give
$$1-\frac{2\pi^2n}{P^2}\le 1-ng\le\lambda_1^{Pn}\le e^{-ng}\le e^{-8n/P^2}.$$
If $\lambda_1^{Pn}\le\varepsilon$, the left end gives $n\ge(1-\varepsilon)P^2/(2\pi^2)$. If $n\ge P^2\ln(1/\varepsilon)/8$, the right end is at most $\varepsilon$.

### Four beads

For $P=4$, mode 1 is $(1,i,-1,-i)$. The neighbours of each bead average to zero, so $\lambda_1=1-1/4=3/4$. Here $g=1$, between $8/16=0.5$ and $2\pi^2/16\approx1.23$. One sweep multiplies the mean amplitude by $(3/4)^4=81/256\approx0.316$.

For $\varepsilon=0.1$ the bounds say that at least $0.73$ sweeps are necessary and $4.61$ suffice, which in whole sweeps means one and five. The true number is three, since two sweeps leave $0.1001$.

## The Lean file

```lean
import Mathlib

open scoped Real

namespace RingPolymerRelaxation

noncomputable section

/-- The local move on a closed ring of `P` beads: bead `j` is replaced by the mean of its
two neighbours, and all other beads stay in place. -/
def relax {P : ℕ} (j : ZMod P) : Module.End ℂ (ZMod P → ℂ) where
  toFun x := Function.update x j ((x (j - 1) + x (j + 1)) / 2)
  map_add' x y := by
    ext i
    by_cases h : i = j
    · subst h
      simp only [Function.update_apply, ↓reduceIte, Pi.add_apply]
      ring
    · simp only [Function.update_apply, h, ↓reduceIte, Pi.add_apply]
  map_smul' c x := by
    ext i
    by_cases h : i = j
    · subst h
      simp only [Function.update_apply, ↓reduceIte, Pi.smul_apply, smul_eq_mul,
        RingHom.id_apply]
      ring
    · simp only [Function.update_apply, h, ↓reduceIte, Pi.smul_apply, RingHom.id_apply]

/-- The local move averaged over a uniformly chosen bead. -/
def meanStep (P : ℕ) [NeZero P] : Module.End ℂ (ZMod P → ℂ) :=
  (P : ℂ)⁻¹ • ∑ j : ZMod P, relax j

/-- The Fourier (Rouse) mode `k` of the ring, with value `exp (2πi k j / P)` at bead `j`. -/
def mode (P : ℕ) [NeZero P] (k : ℤ) : ZMod P → ℂ :=
  fun j => ZMod.stdAddChar ((k : ZMod P) * j)

/-- The factor `1 - (1 - cos (2πk/P)) / P` attached to mode `k`, for `P` nonzero. -/
def factor (P : ℕ) (k : ℤ) : ℝ := 1 - (1 - Real.cos (2 * π * k / P)) / P

/-- The average over all equally likely histories of `m` independent uniform bead choices
is the `m`-th power of the averaged single move. -/
theorem average_over_histories (P : ℕ) [NeZero P] (m : ℕ) :
    ((P : ℂ) ^ m)⁻¹ • ∑ s : Fin m → ZMod P, (List.ofFn fun i => relax (s i)).prod
      = meanStep P ^ m := by
  have key : ∑ s : Fin m → ZMod P, (List.ofFn fun i => relax (s i)).prod
      = (∑ j : ZMod P, relax j) ^ m := by
    induction m with
    | zero => simp
    | succ m ih =>
      -- split a history into one choice and the remaining history
      rw [← (Fin.consEquiv (fun _ : Fin (m + 1) => ZMod P)).sum_comp,
        Fintype.sum_prod_type, pow_succ', ← ih, Finset.sum_mul_sum]
      refine Finset.sum_congr rfl fun j _ => Finset.sum_congr rfl fun t _ => ?_
      simp [Fin.consEquiv, List.ofFn_succ]
  rw [key, meanStep, smul_pow, inv_pow]

/-- On average, one move shifts each bead by `1/P` of its distance to the midpoint of
its neighbours. -/
theorem meanStep_apply (P : ℕ) [NeZero P] (x : ZMod P → ℂ) (i : ZMod P) :
    meanStep P x i = x i + ((x (i - 1) + x (i + 1)) / 2 - x i) / P := by
  have hP : (P : ℂ) ≠ 0 := Nat.cast_ne_zero.mpr (NeZero.ne P)
  have hj : ∀ j : ZMod P, relax j x i
      = x i + if i = j then (x (i - 1) + x (i + 1)) / 2 - x i else 0 := by
    intro j
    change Function.update x j ((x (j - 1) + x (j + 1)) / 2) i = _
    by_cases h : i = j
    · subst h
      simp only [Function.update_apply, ↓reduceIte]
      ring
    · simp only [Function.update_apply, h, ↓reduceIte, add_zero]
  simp only [meanStep, LinearMap.smul_apply, LinearMap.sum_apply, Pi.smul_apply,
    Finset.sum_apply, hj, Finset.sum_add_distrib, Finset.sum_const, Finset.card_univ,
    ZMod.card, Finset.sum_ite_eq, Finset.mem_univ, ↓reduceIte, nsmul_eq_mul, smul_eq_mul]
  rw [mul_add, inv_mul_cancel_left₀ hP]
  ring

/-- Each Fourier mode `k` is an eigenvector of the averaged move, with eigenvalue
`1 - (1 - cos (2πk/P)) / P`. -/
theorem mode_hasEigenvector (P : ℕ) [NeZero P] (k : ℤ) :
    Module.End.HasEigenvector (meanStep P) (factor P k : ℂ) (mode P k) := by
  refine ⟨Module.End.mem_eigenspace_iff.mpr ?_, fun h => ?_⟩
  · ext i
    -- moving to a neighbour multiplies the mode by a phase
    have e1 : mode P k (i + 1) = mode P k i * Complex.exp (2 * π * Complex.I * k / P) := by
      simp only [mode]
      rw [mul_add, mul_one, AddChar.map_add_eq_mul, ZMod.stdAddChar_coe]
    have e2 : mode P k (i - 1)
        = mode P k i * Complex.exp (2 * π * Complex.I * ((-k : ℤ) : ℂ) / P) := by
      have h : (k : ZMod P) * (i - 1) = k * i + ((-k : ℤ) : ZMod P) := by
        push_cast
        ring
      simp only [mode]
      rw [h, AddChar.map_add_eq_mul, ZMod.stdAddChar_coe]
    -- the two opposite phases average to a cosine
    have c : ((Real.cos (2 * π * k / P) : ℝ) : ℂ)
        = (Complex.exp (2 * π * Complex.I * k / P)
          + Complex.exp (2 * π * Complex.I * ((-k : ℤ) : ℂ) / P)) / 2 := by
      rw [Complex.ofReal_cos, Complex.cos]
      congr 3 <;> (push_cast; ring)
    rw [meanStep_apply, e1, e2, Pi.smul_apply, smul_eq_mul, factor]
    simp only [Complex.ofReal_sub, Complex.ofReal_one, Complex.ofReal_div,
      Complex.ofReal_natCast, c]
    ring
  · have h0 := congrFun h 0
    simp [mode] at h0

/-- Among the modes `0 < k < P`, mode `1` has the largest eigenvalue. -/
theorem factor_le_factor_one (P : ℕ) (k : ℤ) (hk : 0 < k) (hkP : k < P) :
    factor P k ≤ factor P 1 := by
  have hk1 : (1 : ℝ) ≤ k := by exact_mod_cast hk
  have hk2 : (k : ℝ) + 1 ≤ P := by exact_mod_cast hkP
  have hP : (0 : ℝ) < P := by linarith
  have hpi := Real.pi_pos
  have hcos : Real.cos (2 * π * k / P) ≤ Real.cos (2 * π * (1 : ℤ) / P) := by
    rw [Int.cast_one]
    rcases le_total (2 * (k : ℝ)) P with h | h
    · apply Real.cos_le_cos_of_nonneg_of_le_pi (by positivity)
      · rw [div_le_iff₀ hP]
        nlinarith
      · gcongr
    · -- modes beyond half the ring are reflected to `P - k`
      have hr : 2 * π * k / P = 2 * π - 2 * π * (P - k) / P := by
        field_simp
        ring
      rw [hr, Real.cos_two_pi_sub]
      apply Real.cos_le_cos_of_nonneg_of_le_pi (by positivity)
      · rw [div_le_iff₀ hP]
        nlinarith
      · gcongr
        linarith
  unfold factor
  gcongr

/-- For at least two beads, `1 - cos (2π/P)` lies between `8/P²` and `2π²/P²`. -/
theorem gap_bounds (P : ℕ) (hP : 2 ≤ P) :
    8 / (P : ℝ) ^ 2 ≤ 1 - Real.cos (2 * π / P) ∧
      1 - Real.cos (2 * π / P) ≤ 2 * π ^ 2 / (P : ℝ) ^ 2 := by
  have h2 : (2 : ℝ) ≤ P := by exact_mod_cast hP
  have h0 : (0 : ℝ) < P := by linarith
  have hpi := Real.pi_pos
  constructor
  · -- the sine lies above its chord on the first quarter period
    have hs := Real.mul_le_sin (x := π / P) (by positivity) (by gcongr)
    have e : 2 / π * (π / P) = 2 / (P : ℝ) := by field_simp
    rw [e] at hs
    have hsq := pow_le_pow_left₀ (by positivity) hs 2
    have hc : Real.cos (2 * π / P) = 2 * Real.cos (π / P) ^ 2 - 1 := by
      rw [← Real.cos_two_mul, mul_div_assoc]
    have e8 : 8 / (P : ℝ) ^ 2 = 2 * (2 / (P : ℝ)) ^ 2 := by ring
    have ht := Real.sin_sq_add_cos_sq (π / P)
    rw [hc, e8]
    linarith
  · have h := Real.one_sub_sq_div_two_le_cos (x := 2 * π / P)
    have e : (2 * π / P) ^ 2 / 2 = 2 * π ^ 2 / (P : ℝ) ^ 2 := by ring
    linarith

/-- For at least two beads, `n` sweeps of `P` moves each multiply mode `1`, on average, by
a factor between `1 - 2π²n/P²` and `exp (-8n/P²)`. -/
theorem slowest_mode_decay (P : ℕ) [NeZero P] (hP : 2 ≤ P) (n : ℕ) :
    (meanStep P ^ (P * n)) (mode P 1) = (factor P 1 : ℂ) ^ (P * n) • mode P 1 ∧
      1 - 2 * π ^ 2 * n / (P : ℝ) ^ 2 ≤ factor P 1 ^ (P * n) ∧
      factor P 1 ^ (P * n) ≤ Real.exp (-(8 * n / (P : ℝ) ^ 2)) := by
  have h2 : (2 : ℝ) ≤ P := by exact_mod_cast hP
  have h0 : (0 : ℝ) < P := by linarith
  obtain ⟨hlo, hhi⟩ := gap_bounds P hP
  have hf : factor P 1 = 1 + -((1 - Real.cos (2 * π / P)) / P) := by
    rw [factor, Int.cast_one, mul_one, sub_eq_add_neg]
  have hg2 : 1 - Real.cos (2 * π / P) ≤ 2 := by
    linarith [Real.neg_one_le_cos (2 * π / P)]
  refine ⟨(mode_hasEigenvector P 1).pow_apply _, ?_⟩
  rw [hf]
  generalize 1 - Real.cos (2 * π / P) = g at hlo hhi hg2 ⊢
  have hg1 : g / P ≤ 1 := by
    rw [div_le_one h0]
    linarith
  have hn : (0 : ℝ) ≤ n := Nat.cast_nonneg n
  have e : ((P * n : ℕ) : ℝ) * -(g / P) = -(n * g) := by
    push_cast
    field_simp
  constructor
  · -- Bernoulli's inequality bounds the decay from below
    have hb := one_add_mul_le_pow (a := -(g / P)) (by linarith) (P * n)
    rw [e] at hb
    have hm := mul_le_mul_of_nonneg_left hhi hn
    have e' : (n : ℝ) * (2 * π ^ 2 / (P : ℝ) ^ 2) = 2 * π ^ 2 * n / (P : ℝ) ^ 2 := by ring
    linarith
  · -- each factor is at most an exponential
    have hx : 1 + -(g / P) ≤ Real.exp (-(g / P)) := by
      linarith [Real.add_one_le_exp (-(g / P))]
    refine (pow_le_pow_left₀ (by linarith) hx (P * n)).trans ?_
    rw [← Real.exp_nat_mul, e, Real.exp_le_exp]
    have hm := mul_le_mul_of_nonneg_left hlo hn
    have e' : (n : ℝ) * (8 / (P : ℝ) ^ 2) = 8 * n / (P : ℝ) ^ 2 := by ring
    linarith

/-- For at least two beads, reducing the mean amplitude of mode `1` to a fraction `ε > 0`
takes at least `(1 - ε) P² / (2π²)` sweeps, and `P² log (1/ε) / 8` sweeps suffice. -/
theorem sweeps_of_order_P_sq (P : ℕ) [NeZero P] (hP : 2 ≤ P) (n : ℕ) (ε : ℝ) (hε : 0 < ε) :
    (factor P 1 ^ (P * n) ≤ ε → (1 - ε) * (P : ℝ) ^ 2 / (2 * π ^ 2) ≤ n) ∧
      ((P : ℝ) ^ 2 * Real.log (1 / ε) / 8 ≤ n → factor P 1 ^ (P * n) ≤ ε) := by
  have h0 : (0 : ℝ) < (P : ℝ) ^ 2 := by
    have : (0 : ℝ) < P := by exact_mod_cast (by omega : 0 < P)
    positivity
  have hpi := Real.pi_pos
  obtain ⟨-, hlo, hhi⟩ := slowest_mode_decay P hP n
  constructor
  · intro h
    have h1 : 1 - ε ≤ 2 * π ^ 2 * n / (P : ℝ) ^ 2 := by linarith
    rw [le_div_iff₀ h0] at h1
    rw [div_le_iff₀ (by positivity)]
    linarith
  · intro h
    refine hhi.trans ?_
    rw [one_div, Real.log_inv] at h
    have h1 : -Real.log ε ≤ 8 * n / (P : ℝ) ^ 2 := by
      rw [le_div_iff₀ h0]
      linarith
    calc Real.exp (-(8 * n / (P : ℝ) ^ 2)) ≤ Real.exp (Real.log ε) :=
          Real.exp_le_exp.mpr (by linarith)
      _ = ε := Real.exp_log hε

end

end RingPolymerRelaxation
```

```lean
#print axioms RingPolymerRelaxation.average_over_histories
#print axioms RingPolymerRelaxation.factor_le_factor_one
#print axioms RingPolymerRelaxation.slowest_mode_decay
#print axioms RingPolymerRelaxation.sweeps_of_order_P_sq
```

```
'RingPolymerRelaxation.average_over_histories' depends on axioms: [propext, Classical.choice, Quot.sound]
'RingPolymerRelaxation.factor_le_factor_one' depends on axioms: [propext, Classical.choice, Quot.sound]
'RingPolymerRelaxation.slowest_mode_decay' depends on axioms: [propext, Classical.choice, Quot.sound]
'RingPolymerRelaxation.sweeps_of_order_P_sq' depends on axioms: [propext, Classical.choice, Quot.sound]
```

## What the theorems say about the ring

A configuration is a function `ZMod P → ℂ`, so the ring closes through arithmetic modulo $P$. Complex values allow a Fourier mode to be a configuration itself; real positions are a special case, and each Cartesian coordinate can be treated separately. `relax j` is $R_j$, `meanStep P` is $M$, `mode P k` is $u_k$ and `factor P k` is $\lambda_k$. The modes have modulus 1 on every bead; the normalised vector is $u_k/\sqrt P$, with the same eigenvalue.

`average_over_histories` identifies powers of `meanStep P` with averages over equally likely histories. `mode_hasEigenvector` holds for every non-zero $P$ and every integer $k$, and `factor_le_factor_one` compares the modes $0<k<P$. `gap_bounds` is the two-sided bound on $g$, `slowest_mode_decay` gives the action of $n$ sweeps on mode 1 with its bounds, and `sweeps_of_order_P_sq` turns these into sweep counts.

The range of $k$ matters: mode 0 is a uniform displacement with eigenvalue 1, so the centre of the ring does not relax on average. The case $P=1$ also has to be excluded from the lower bound on $g$. A single bead is its own neighbour, the move does nothing, and $1-\cos2\pi=0$ is smaller than $8$.

The statements concern the mean over bead choices, not the amplitude along one run. A sweep here means $P$ independent random choices, so some beads may be visited twice and others not at all; a sequential scan is a different map. The file contains neither thermal noise nor an external potential nor an interaction between particles, and the heat-bath reading given earlier is an argument added to it. With an external potential or interactions, the bounds proved here need not hold.

## How the lemmas produce the sweep count

`average_over_histories` uses induction on `m`. `Fin.consEquiv` splits a history into its first entry and the rest, and `Finset.sum_mul_sum` supplies the distributive step.

In `meanStep_apply`, the auxiliary statement `hj` is the formula for $R_j$ with its Kronecker delta, and `Finset.sum_ite_eq` keeps the single term $j=i$. `mode_hasEigenvector` then computes the two neighbour phases in `e1` and `e2`, averages them to a cosine in `c`, and finishes the eigenvalue equation with `ring`. Evaluation at bead 0 shows that the mode is non-zero.

`factor_le_factor_one` splits on whether $2k\le P$. The first case uses the decreasing cosine; the second reflects the angle with `Real.cos_two_pi_sub` first. In `gap_bounds`, `Real.mul_le_sin` is the chord bound and `Real.one_sub_sq_div_two_le_cos` the quadratic bound.

`slowest_mode_decay` obtains the power of the eigenvalue from the eigenvector property. It then names the gap `g` and applies `one_add_mul_le_pow` for Bernoulli's inequality and `Real.add_one_le_exp` for the exponential bound. `sweeps_of_order_P_sq` solves the two resulting inequalities for $n$, with a logarithm in the second.
